# The thermal generator of an oscillator with [a, a*] = 1, acting on normally ordered moments

## Algebra, Hamiltonian and jump terms

Here a is the annihilation operator, a* its adjoint, [X, Y] = XY − YX, and ℏ = 1.

```lean
import Mathlib

namespace ThermalOscillator

noncomputable section

variable {R : Type*} [Ring R] [StarRing R] [Algebra ℂ R] [StarModule ℂ R]

/- The canonical commutation relation is used as an abstract relation;
no concrete operator representation is constructed in this file. -/
```

`R` is the algebra of observables: a ring with complex scalars and an adjoint, written `star`. `StarModule` says that the adjoint conjugates scalars. Products need not commute. No Hilbert space is chosen, so questions about the domains of unbounded operators do not arise.

```lean
/-- The number operator `N = a* a`. -/
def number (a : R) : R := star a * a
```

This is N = a*a. The definition makes sense for any element `a`; the commutation relation enters later, as a hypothesis of each theorem that uses it.

```lean
/-- The oscillator Hamiltonian `H = w N`, in units with `ℏ = 1`. -/
def hamiltonian (w : ℝ) (a : R) : R := (w : ℂ) • number a
```

H = wN, with real frequency w and no zero-point term, which would cancel in the commutator anyway. The sign `•` multiplies an algebra element by a scalar, and `(w : ℂ)` reads the real number w as a complex one.

```lean
/-- The adjoint dissipator `K* X K - (K* K X + X K* K) / 2` of a jump operator `K`,
acting on an observable `X`. -/
def dissipator (K X : R) : R :=
  star K * X * K - (1 / 2 : ℂ) • (star K * K * X + X * (star K * K))
```

For a jump operator K, this is the dissipator in the Heisenberg picture, where observables evolve:

D[K](X) = K*XK − ½(K*K X + X K*K).

```lean
/-- The adjoint generator of the thermal oscillator: rotation under `H`,
loss at rate `g (n + 1)` and gain at rate `g n`. -/
def generator (w g n : ℝ) (a X : R) : R :=
  Complex.I • (hamiltonian w a * X - X * hamiltonian w a)
    + ((g : ℂ) * ((n : ℂ) + 1)) • dissipator a X
    + ((g : ℂ) * (n : ℂ)) • dissipator (star a) X
```

The full generator is

L(X) = i[H, X] + g(n+1) D[a](X) + gn D[a*](X).

The constant g is the damping rate of the energy, and n is the mean occupation that the bath would impose on the mode. For w > 0 and a thermal bath, n = 1/(e^(βw) − 1), where 1/β is Boltzmann's constant times the temperature. Loss at rate g(n+1) combines spontaneous and stimulated emission into the bath; gain at rate gn is absorption from it. This Markovian form is postulated, not derived from a system–bath model. The theorems hold for all real w, g and n, while the physical reading needs g ≥ 0 and n ≥ 0.

## Moving a and a* past powers

```lean
omit [StarModule ℂ R] in
/-- If `[a, a*] = 1`, moving `a` to the right through `j` creation operators
leaves `j` terms with one creation operator fewer. -/
theorem annihilation_mul_creation_pow {a : R} (h : a * star a - star a * a = 1) (j : ℕ) :
    a * star a ^ j = star a ^ j * a + (j : ℂ) • star a ^ (j - 1) := by
  have h' : a * star a = star a * a + 1 := by rw [← h]; abel
  have step : ∀ m : ℕ, a * star a ^ (m + 1)
      = star a ^ (m + 1) * a + ((m : ℂ) + 1) • star a ^ m := by
    intro m
    induction m with
    | zero => simpa using h'
    | succ m ih =>
      calc a * star a ^ (m + 1 + 1) = (a * star a ^ (m + 1)) * star a := by
            rw [pow_succ (star a) (m + 1), mul_assoc]
        _ = star a ^ (m + 1) * (a * star a)
              + ((m : ℂ) + 1) • (star a ^ m * star a) := by
            rw [ih, add_mul, smul_mul_assoc, mul_assoc]
        _ = _ := by
            rw [h', mul_add, mul_one, ← mul_assoc, ← pow_succ (star a) (m + 1),
              ← pow_succ (star a) m]
            push_cast
            module
  cases j with
  | zero => simp
  | succ m =>
    rw [Nat.add_sub_cancel, step m]
    push_cast
    rfl
```

The hypothesis `h` is the relation [a, a*] = 1. The conclusion is

a a*^j = a*^j a + j a*^(j−1).

For j = 0 the last term has coefficient zero, so its exponent is irrelevant; Lean's natural-number subtraction reads 0 − 1 as 0. For j = 1 it is the commutation relation. If it holds for j, multiply by a* on the right:

a a*^(j+1) = a*^j (a*a + 1) + j a*^j = a*^(j+1) a + (j+1) a*^j.

The `calc` block is this induction step, with j written as m + 1.

```lean
/-- If `[a, a*] = 1`, moving `a*` to the left through `k` annihilation operators
leaves `k` terms with one annihilation operator fewer. -/
theorem annihilation_pow_mul_creation {a : R} (h : a * star a - star a * a = 1) (k : ℕ) :
    a ^ k * star a = star a * a ^ k + (k : ℂ) • a ^ (k - 1) := by
  -- this is the adjoint of the previous relation
  have := congrArg star (annihilation_mul_creation_pow h k)
  simpa using this
```

Taking the adjoint reverses products and exchanges a with a*, which gives

a^k a* = a* a^k + k a^(k−1).

The proof does the same: it applies `star` to both sides of the previous lemma and simplifies.

```lean
/-- If `[a, a*] = 1`, four products of a moment `a*^j a^k` with `a` and `a*` reduce to a common term
plus multiples of the moment itself and of the next lower moment. -/
theorem reorder_moment {a : R} (h : a * star a - star a * a = 1) (j k : ℕ) :
    star a * a * (star a ^ j * a ^ k)
        = star a ^ j * (star a * a) * a ^ k + (j : ℂ) • (star a ^ j * a ^ k) ∧
    star a ^ j * a ^ k * (star a * a)
        = star a ^ j * (star a * a) * a ^ k + (k : ℂ) • (star a ^ j * a ^ k) ∧
    star a * (star a ^ j * a ^ k) * a = star a ^ j * (star a * a) * a ^ k ∧
    a * (star a ^ j * a ^ k) * star a
        = star a ^ j * (star a * a) * a ^ k + ((j : ℂ) + k + 1) • (star a ^ j * a ^ k)
          + ((j : ℂ) * k) • (star a ^ (j - 1) * a ^ (k - 1)) := by
  have hB := annihilation_mul_creation_pow h j
  have hA := annihilation_pow_mul_creation h k
  have cB : star a * star a ^ j = star a ^ j * star a :=
    ((Commute.refl (star a)).pow_right j).eq
  have cA : a ^ k * a = a * a ^ k := ((Commute.refl a).pow_left k).eq
  have up : ∀ (x : R) (m : ℕ), x * ((m : ℂ) • x ^ (m - 1)) = (m : ℂ) • x ^ m ∧
      ((m : ℂ) • x ^ (m - 1)) * x = (m : ℂ) • x ^ m := by
    intro x m
    cases m with
    | zero => simp
    | succ m =>
      exact ⟨by rw [Nat.add_sub_cancel, mul_smul_comm, ← pow_succ'],
        by rw [Nat.add_sub_cancel, smul_mul_assoc, ← pow_succ]⟩
  obtain ⟨p1, p2⟩ := up (star a) j
  obtain ⟨q1, q2⟩ := up a k
  have pq : ((j : ℂ) • star a ^ (j - 1)) * ((k : ℂ) • a ^ (k - 1))
      = ((j : ℂ) * k) • (star a ^ (j - 1) * a ^ (k - 1)) := by
    rw [smul_mul_assoc, mul_smul_comm, smul_smul]
  -- name the two commutator terms, so that only ring identities remain
  obtain ⟨P, hP⟩ : ∃ P, P = (j : ℂ) • star a ^ (j - 1) := ⟨_, rfl⟩
  obtain ⟨Q, hQ⟩ : ∃ Q, Q = (k : ℂ) • a ^ (k - 1) := ⟨_, rfl⟩
  rw [← hP] at hB p1 p2 pq
  rw [← hQ] at hA q1 q2 pq
  have r1 : star a * a * (star a ^ j * a ^ k)
      = star a ^ j * (star a * a) * a ^ k + star a * P * a ^ k := by
    linear_combination (norm := noncomm_ring) star a * hB * a ^ k + cB * (a * a ^ k)
  have r2 : star a ^ j * a ^ k * (star a * a)
      = star a ^ j * (star a * a) * a ^ k + star a ^ j * (Q * a) := by
    linear_combination (norm := noncomm_ring)
      star a ^ j * hA * a + star a ^ j * star a * cA
  have r3 : star a * (star a ^ j * a ^ k) * a = star a ^ j * (star a * a) * a ^ k := by
    linear_combination (norm := noncomm_ring)
      cB * (a ^ k * a) + star a ^ j * star a * cA
  have r4 : a * (star a ^ j * a ^ k) * star a
      = star a ^ j * (star a * a) * a ^ k + star a ^ j * a ^ k
        + star a ^ j * (a * Q) + P * star a * a ^ k + P * Q := by
    linear_combination (norm := noncomm_ring)
      hB * (a ^ k * star a) + (star a ^ j * a + P) * hA + star a ^ j * h * a ^ k
  refine ⟨?_, ?_, r3, ?_⟩
  · rw [r1, p1, smul_mul_assoc]
  · rw [r2, q2, mul_smul_comm]
  · rw [r4, q1, p2, pq, mul_smul_comm, smul_mul_assoc]
    module
```

Write M = a*^j a^k for the moment, M′ = a*^(j−1) a^(k−1) for the next lower one, and T = a*^j (a*a) a^k. The four statements, joined by `∧` ("and"), are

NM = T + jM
MN = T + kM
a*Ma = T
aMa* = T + (j+k+1)M + jk M′.

The first follows by moving a through a*^j, the second by moving a* through a^k, and the third because powers of one operator commute. The fourth uses both moves:

aMa* = (a*^j a + j a*^(j−1)) (a* a^k + k a^(k−1))
= a*^j (aa*) a^k + kM + jM + jk M′,

and aa* = a*a + 1 turns the first term into T + M.

In the proof, `P` and `Q` stand for the commutator terms j a*^(j−1) and k a^(k−1). Each `linear_combination` line lists the known equations to add, with their left and right factors; `noncomm_ring` then checks the remaining identity without reordering any product.

## The generator on moments

```lean
/-- If `[a, a*] = 1`, the thermal generator maps each normally ordered moment `a*^j a^k` to a
multiple of itself plus `g n j k` times the moment with both exponents lowered by one. -/
theorem generator_moment {a : R} (h : a * star a - star a * a = 1) (w g n : ℝ) (j k : ℕ) :
    generator w g n a (star a ^ j * a ^ k)
      = (Complex.I * w * ((j : ℂ) - k) - (g : ℂ) * ((j : ℂ) + k) / 2) • (star a ^ j * a ^ k)
        + ((g : ℂ) * n * j * k) • (star a ^ (j - 1) * a ^ (k - 1)) := by
  obtain ⟨r1, r2, r3, r4⟩ := reorder_moment h j k
  have h' : a * star a = star a * a + 1 := by rw [← h]; abel
  simp only [generator, dissipator, hamiltonian, number, star_star, smul_mul_assoc,
    mul_smul_comm]
  rw [h', add_mul (star a * a) 1, mul_add _ (star a * a) 1, one_mul, mul_one, r1, r2, r3, r4]
  module
```

In ordinary notation,

L(M) = [iw(j−k) − g(j+k)/2] M + gnjk M′.

The three contributions come from the four products above. The coherent part is

iw(NM − MN) = iw(j−k) M.

Loss gives

D[a](M) = T − ½(2T + (j+k)M) = −½(j+k) M.

For gain, K*K = aa* = N + 1, so

D[a*](M) = T + (j+k+1)M + jk M′ − ½(2T + (j+k)M + 2M) = ½(j+k) M + jk M′.

Weighted by g(n+1) and gn, the terms in M proportional to n cancel, leaving −g(j+k)/2. The proof unfolds the definitions, substitutes the four products, and lets `module` collect the coefficients.

```lean
/-- If `[a, a*] = 1`, the thermal generator multiplies every power `a^k` by `-k (i w + g / 2)`, a
factor independent of `n`. -/
theorem generator_pow {a : R} (h : a * star a - star a * a = 1) (w g n : ℝ) (k : ℕ) :
    generator w g n a (a ^ k) = (-((k : ℂ) * (Complex.I * w + (g : ℂ) / 2))) • a ^ k := by
  have := generator_moment h w g n 0 k
  simp only [pow_zero, one_mul, Nat.cast_zero, mul_zero, zero_mul, zero_smul,
    add_zero] at this
  rw [this]
  module
```

Setting j = 0 removes the lower moment:

L(a^k) = −k(iw + g/2) a^k.

The bath occupation n has disappeared. For k = 0 this says L(1) = 0, the conservation of normalisation.

```lean
/-- If `[a, a*] = 1`, the thermal generator maps `a` to `-(i w + g / 2) a`,
`a^2` to `-(2 i w + g) a^2`, and `N` to `-g (N - n)`. -/
theorem thermal_generator {a : R} (h : a * star a - star a * a = 1) (w g n : ℝ) :
    generator w g n a a = (-(Complex.I * w + (g : ℂ) / 2)) • a ∧
    generator w g n a (a ^ 2) = (-(2 * Complex.I * w + (g : ℂ))) • a ^ 2 ∧
    generator w g n a (number a) = (-(g : ℂ)) • (number a - (n : ℂ) • (1 : R)) := by
  refine ⟨?_, ?_, ?_⟩
  · have := generator_pow h w g n 1
    simp only [pow_one, Nat.cast_one, one_mul] at this
    exact this
  · rw [generator_pow h w g n 2]
    congr 1
    push_cast
    ring
  · have := generator_moment h w g n 1 1
    simp only [pow_one, Nat.cast_one, Nat.sub_self, pow_zero, mul_one] at this
    rw [number, this]
    module
```

The cases k = 1 and k = 2, together with the moment j = k = 1, give

L(a) = −(iw + g/2) a
L(a²) = −(2iw + g) a²
L(N) = −gN + gn·1 = −g(N − n).

In Lean the number n in the last line is written as n times the unit of the algebra.

## Relaxation of the mean values

```lean
/-- A complex quantity obeying `f' = -c (f - e)` at all times is
`f t = e + (f 0 - e) exp (-c t)`. -/
theorem linear_relaxation {f : ℝ → ℂ} {c e : ℂ}
    (hf : ∀ t, HasDerivAt f (-c * (f t - e)) t) (t : ℝ) :
    f t = e + (f 0 - e) * Complex.exp (-c * t) := by
  have hexp : ∀ s : ℝ, HasDerivAt (fun u : ℝ => Complex.exp (c * u))
      (Complex.exp (c * s) * c) s := by
    intro s
    simpa using ((hasDerivAt_id s).ofReal_comp.const_mul c).cexp
  -- the deviation times the growing exponential is conserved
  have hG : ∀ s : ℝ, HasDerivAt (fun u : ℝ => (f u - e) * Complex.exp (c * u)) 0 s :=
    fun s => (((hf s).sub_const e).fun_mul (hexp s)).congr_deriv (by ring)
  have hc := is_const_of_deriv_eq_zero (fun s => (hG s).differentiableAt)
    (fun s => (hG s).deriv) t 0
  simp only [Complex.ofReal_zero, mul_zero, Complex.exp_zero, mul_one] at hc
  have hE : Complex.exp (c * t) * Complex.exp (-c * t) = 1 := by
    rw [← Complex.exp_add]
    simp
  linear_combination Complex.exp (-c * t) * hc - (f t - e) * hE
```

`HasDerivAt f d t` says that f has derivative d at t. If f′ = −c(f − e) at all times, then

d/dt [(f − e) e^(ct)] = −c(f − e) e^(ct) + c(f − e) e^(ct) = 0.

The bracket keeps its value f(0) − e, and multiplying by e^(−ct) gives the solution. The proof follows these steps, with `hG` as the vanishing derivative.

```lean
/-- Let `[a, a*] = 1` and let `φ t` be normalised linear expectation values whose mean of `N`
evolves by the thermal generator. Then the mean occupation is `n + (N₀ - n) exp (-g t)`,
where `N₀` is its value at time zero. -/
theorem mean_occupation {a : R} (h : a * star a - star a * a = 1) (w g n : ℝ)
    (φ : ℝ → R →ₗ[ℂ] ℂ) (h1 : ∀ t, φ t 1 = 1)
    (hφ : ∀ t, HasDerivAt (fun s => φ s (number a))
      (φ t (generator w g n a (number a))) t) (t : ℝ) :
    φ t (number a) = n + (φ 0 (number a) - n) * Complex.exp (-(g : ℂ) * t) := by
  refine linear_relaxation (f := fun s => φ s (number a)) (fun s => ?_) t
  refine (hφ s).congr_deriv ?_
  rw [(thermal_generator h w g n).2.2, map_smul, map_sub, map_smul, h1]
  simp only [smul_eq_mul, mul_one]
```

The state at time t is a linear map `φ t` from observables to complex numbers, with φ_t(1) = 1; positivity is not required. The hypothesis `hφ` is the equation of motion for the mean of N, assumed at every real t, negative times included. By linearity,

d⟨N⟩/dt = −g(⟨N⟩ − n),

so the previous lemma with c = g and e = n gives

⟨N⟩_t = n + (⟨N⟩₀ − n) e^(−gt).

For g > 0 and ⟨N⟩₀ < n, this gives a negative mean at early enough negative times, which no physical state has. An evolution that starts at t = 0 obeys the same formula for t ≥ 0, because the argument with the conserved bracket works on that half-line alone.

```lean
/-- Let `[a, a*] = 1` and let `φ t` be linear expectation values whose mean of `a` evolves by
the thermal generator. Then the mean amplitude is its initial value times
`exp (-(i w + g / 2) t)`. -/
theorem mean_amplitude {a : R} (h : a * star a - star a * a = 1) (w g n : ℝ)
    (φ : ℝ → R →ₗ[ℂ] ℂ)
    (hφ : ∀ t, HasDerivAt (fun s => φ s a) (φ t (generator w g n a a)) t) (t : ℝ) :
    φ t a = φ 0 a * Complex.exp (-(Complex.I * w + (g : ℂ) / 2) * t) := by
  have key := linear_relaxation (f := fun s => φ s a)
    (c := Complex.I * w + (g : ℂ) / 2) (e := 0) (fun s => (hφ s).congr_deriv (by
      rw [(thermal_generator h w g n).1, map_smul]
      simp only [smul_eq_mul, sub_zero])) t
  simp only [zero_add, sub_zero] at key
  exact key

end

end ThermalOscillator
```

With c = iw + g/2 and e = 0, the same lemma gives

⟨a⟩_t = ⟨a⟩₀ e^(−(iw + g/2)t).

Normalisation is not needed here. For g > 0 the amplitude decays at half the rate of the excess occupation.

For a single harmonic mode with this Markovian damping, the two formulas can serve as reference curves for a master-equation simulation. A simulation in a truncated basis falls outside the theorems, since no finite matrices of positive size satisfy [a, a*] = 1: a commutator has trace zero, and the identity does not. Its agreement with the curves can be tested by raising the cutoff.

```lean
#print axioms ThermalOscillator.generator_moment
-- 'ThermalOscillator.generator_moment' depends on axioms: [propext, Classical.choice, Quot.sound]
#print axioms ThermalOscillator.mean_occupation
-- 'ThermalOscillator.mean_occupation' depends on axioms: [propext, Classical.choice, Quot.sound]
#print axioms ThermalOscillator.mean_amplitude
-- 'ThermalOscillator.mean_amplitude' depends on axioms: [propext, Classical.choice, Quot.sound]
```
